# The one-loop on-shell electron self-energy, in units of αm/(4π), has pole 3/e and MS-bar finite part 4 + 3 ln(μ²/m²)

**Q:** When I convert the electron's pole mass m to its MS-bar mass at one loop in QED, I take the on-shell mass constant Zm, which is the bare mass divided by m, in d = 4 − 2e dimensions, remove its pole −(α/4π)(3/e), let e tend to zero, and multiply m by what is left:

m_MSbar(μ) = m [1 − (α/4π)(4 + 3 ln(μ²/m²))]

Here α is the fine-structure constant and μ the renormalisation scale. You say the bracket rests on a checked limit. I see a limit of Gamma functions. Where is the electron?

**A:** In the function whose limit is taken. Start from the self-energy diagram in Feynman gauge, with a massless photon and the electron on its mass shell. Let x be the Feynman parameter that weights the electron propagator. After the loop momentum is shifted, the denominator contains x²m², and the Dirac algebra gives the numerator

d m − (d − 2)(1 − x) m = m [2 + (2 − 2e)x]

The momentum integral supplies Γ(e)(x²m²)^(−e). With q = μ²/m² and the MS-bar factor exp(γe), where γ is Euler's constant, the mass shift (pole mass minus bare mass) is αm/(4π) times

F(e) = exp(γe) Γ(e) q^e I(e)

I(e) = ∫₀¹ x^(−2e) [2 + (2 − 2e)x] dx

**Q:** And the integral?

**A:** It converges at x = 0 for e < 1/2, and each power integrates directly:

I(e) = 2/(1 − 2e) + (2 − 2e)/(2 − 2e) = (3 − 2e)/(1 − 2e)

Since eΓ(e) = Γ(1 + e), multiplying F by e removes the pole:

R(e) = e F(e) = exp(γe) Γ(1 + e) q^e (3 − 2e)/(1 − 2e)

At e = 0 this equals 3. The first three factors equal 1 there, with slopes γ, −γ and ln q. The fraction equals 3, with slope

[(−2)(1) − (3)(−2)]/1² = 4

The product rule gives

R'(0) = 3(γ − γ + ln q) + 4 = 4 + 3 ln q

Finally, F(e) − 3/e = [R(e) − R(0)]/e is a difference quotient, so it tends to R'(0).

**Q:** Then show me that the code speaks of the same objects.

**A:** The preamble gives Euler's constant the short name `γE`.

```lean
import Mathlib

open Filter Topology

namespace ElectronSelfEnergyPole

noncomputable section

local notation "γE" => Real.eulerMascheroniConstant
```

The parameter integral I(e) is a function of a real number e, in units of the electron mass.

```lean
/-- The Feynman-parameter integral of the one-loop electron self-energy on the mass shell,
in Feynman gauge and `4 - 2e` dimensions, in units of the electron mass. -/
def feynmanIntegral (e : ℝ) : ℝ :=
  ∫ x in (0 : ℝ)..1, x ^ (-2 * e) * (2 + (2 - 2 * e) * x)
```

F(e) is `massShift`, except that the exponential is `exp (s * e)` with a free real number s. Setting s = γ gives the MS-bar normalisation, with the usual factor of 4π absorbed into μ².

```lean
/-- The on-shell one-loop self-energy without its coupling prefactor, with `q = μ² / m²` and
a scheme factor `exp (s e)`. -/
def massShift (s q e : ℝ) : ℝ :=
  Real.exp (s * e) * Real.Gamma e * q ^ e * feynmanIntegral e
```

R(e), again with general s, is `regularPart`.

```lean
/-- The function of `e` that remains when the pole factor `1 / e` is taken out of the loop. -/
def regularPart (s q e : ℝ) : ℝ :=
  Real.exp (s * e) * Real.Gamma (1 + e) * q ^ e * ((3 - 2 * e) / (1 - 2 * e))
```

**Q:** So the diagram itself is missing. You typed in its Feynman-parameter form.

**A:** Yes. The Dirac algebra, the momentum integral and the choice of gauge enter through the definition of `massShift`; they are not derived. What is proved starts at the parameter integral. The coupling prefactor is left out as well, because it only multiplies the result.

**Q:** People use the same expression for the wave-function constant Z2. Isn't part of the pole infrared there?

**A:** It is. When dimensional regularisation handles both kinds of divergence, Z2 and the mass constant Zm are both 1 − (α/4π)F(e) at one loop, although in Z2 the 3/e mixes ultraviolet and infrared poles. The file defines neither constant and does not separate the two origins; it treats their common function.

**Q:** Let me see the integral done without hand-waving at x = 0.

**A:** The hypothesis e < 1/2 makes both exponents, −2e and 1 − 2e, larger than −1, which is what integrability requires. The proof first splits the integrand into two pure powers, using `Real.rpow_add_one'` to absorb the extra x, then applies `integral_rpow` to each. The final rewriting adds the fractions as we did.

```lean
/-- For `e < 1/2` the Feynman-parameter integral equals `(3 - 2e) / (1 - 2e)`. -/
theorem feynmanIntegral_eq {e : ℝ} (he : e < 1 / 2) :
    feynmanIntegral e = (3 - 2 * e) / (1 - 2 * e) := by
  have n1 : -2 * e + 1 ≠ 0 := (by linarith : 0 < -2 * e + 1).ne'
  have n2 : -2 * e + 1 + 1 ≠ 0 := (by linarith : 0 < -2 * e + 1 + 1).ne'
  have d1 : 1 - 2 * e ≠ 0 := (by linarith : 0 < 1 - 2 * e).ne'
  have d2 : 2 - 2 * e ≠ 0 := (by linarith : 0 < 2 - 2 * e).ne'
  have r1 : -1 < -2 * e := by linarith
  have r2 : -1 < -2 * e + 1 := by linarith
  -- split the integrand into two pure powers
  have hsplit : feynmanIntegral e =
      ∫ x in (0 : ℝ)..1, (2 * x ^ (-2 * e) + (2 - 2 * e) * x ^ (-2 * e + 1)) := by
    unfold feynmanIntegral
    refine intervalIntegral.integral_congr (fun x hx => ?_)
    rw [Set.uIcc_of_le zero_le_one] at hx
    show x ^ (-2 * e) * (2 + (2 - 2 * e) * x)
      = 2 * x ^ (-2 * e) + (2 - 2 * e) * x ^ (-2 * e + 1)
    rw [Real.rpow_add_one' hx.1 n1]
    ring
  rw [hsplit, intervalIntegral.integral_add
      ((intervalIntegral.intervalIntegrable_rpow' r1).const_mul 2)
      ((intervalIntegral.intervalIntegrable_rpow' r2).const_mul (2 - 2 * e)),
    intervalIntegral.integral_const_mul, intervalIntegral.integral_const_mul,
    integral_rpow (Or.inl r1), integral_rpow (Or.inl r2)]
  simp only [Real.one_rpow, Real.zero_rpow n1, Real.zero_rpow n2, sub_zero]
  have e2 : -2 * e + 1 + 1 = 2 - 2 * e := by ring
  have e1 : -2 * e + 1 = 1 - 2 * e := by ring
  rw [e2, e1, mul_one_div_cancel d2, eq_div_iff d1, add_mul, mul_assoc,
    one_div_mul_cancel d1]
  ring
```

The next lemma is eF(e) = R(e). It needs e ≠ 0 for the Gamma recurrence, `Real.Gamma_add_one`, and e < 1/2 for the integral.

```lean
/-- Multiplying the loop function by `e` gives the regular part, for nonzero `e < 1/2`. -/
theorem mul_massShift (s q : ℝ) {e : ℝ} (h0 : e ≠ 0) (he : e < 1 / 2) :
    e * massShift s q e = regularPart s q e := by
  unfold massShift regularPart
  rw [feynmanIntegral_eq he, add_comm 1 e, Real.Gamma_add_one h0]
  ring
```

**Q:** The finite part depends entirely on the slope. Where does γ cancel?

**A:** In the next theorem you can watch it happen, because s is still free. The slope of R at zero is

4 + 3 ln q + 3(s − γ)

In the proof, `h1` to `h4` are the slopes of the four factors: s, −γ, ln q and 4. The third appears as `q ^ (0 : ℝ) * Real.log q` before simplification. Three applications of the product rule combine them. The value Γ'(1) = −γ comes from Mathlib's `Real.hasDerivAt_Gamma_one`. The hypothesis q > 0 holds for any nonzero real scale and mass, and it makes q^e differentiable with the ordinary logarithm.

```lean
/-- The slope of the regular part at `e = 0` is `4 + 3 ln q + 3 (s - γ)`. -/
theorem hasDerivAt_regularPart (s : ℝ) {q : ℝ} (hq : 0 < q) :
    HasDerivAt (regularPart s q) (4 + 3 * Real.log q + 3 * (s - γE)) 0 := by
  have h1 : HasDerivAt (fun e : ℝ => Real.exp (s * e)) s 0 :=
    (((hasDerivAt_id' (0 : ℝ)).const_mul s).exp).congr_deriv (by simp)
  -- Euler's constant enters through the slope of the Gamma function at 1
  have hG : HasDerivAt Real.Gamma (-γE) (1 + 0) := by
    rw [add_zero]
    exact Real.hasDerivAt_Gamma_one
  have h2 : HasDerivAt (fun e : ℝ => Real.Gamma (1 + e)) (-γE) 0 :=
    HasDerivAt.comp_const_add 1 0 hG
  have h3 : HasDerivAt (fun e : ℝ => q ^ e) (q ^ (0 : ℝ) * Real.log q) 0 :=
    (Real.hasStrictDerivAt_const_rpow hq 0).hasDerivAt
  have hn : HasDerivAt (fun e : ℝ => 3 - 2 * e) (-2) 0 :=
    (((hasDerivAt_id' (0 : ℝ)).const_mul 2).const_sub 3).congr_deriv (by norm_num)
  have hd : HasDerivAt (fun e : ℝ => 1 - 2 * e) (-2) 0 :=
    (((hasDerivAt_id' (0 : ℝ)).const_mul 2).const_sub 1).congr_deriv (by norm_num)
  have h4 : HasDerivAt (fun e : ℝ => (3 - 2 * e) / (1 - 2 * e)) 4 0 :=
    (hn.fun_div hd (by norm_num)).congr_deriv (by norm_num)
  have h := ((h1.fun_mul h2).fun_mul h3).fun_mul h4
  refine h.congr_deriv ?_
  simp only [mul_zero, add_zero, sub_zero, Real.exp_zero, Real.Gamma_one,
    Real.rpow_zero, div_one]
  ring
```

**Q:** A derivative is not yet a subtraction.

**A:** `hasDerivAt_iff_tendsto_slope` turns the derivative into the limit of a difference quotient. Once R(0) = 3 is inserted, algebra identifies that quotient with the subtracted expression.

```lean
/-- Subtracting `3 / e` from `exp (s e) Γ(1 + e) q ^ e (3 - 2e) / (e (1 - 2e))` leaves `4 + 3 ln q +
3 (s - γ)` as `e` tends to zero. -/
theorem tendsto_pole_subtraction_scheme (s : ℝ) {q : ℝ} (hq : 0 < q) :
    Tendsto (fun e : ℝ => Real.exp (s * e) * Real.Gamma (1 + e) * q ^ e * (3 - 2 * e)
        / (e * (1 - 2 * e)) - 3 / e)
      (𝓝[≠] 0) (𝓝 (4 + 3 * Real.log q + 3 * (s - γE))) := by
  have h := hasDerivAt_iff_tendsto_slope.mp (hasDerivAt_regularPart s hq)
  have hz : regularPart s q 0 = 3 := by simp [regularPart]
  -- the subtracted expression is the difference quotient of the regular part
  refine h.congr (fun e => ?_)
  rw [slope_def_field, hz, sub_zero]
  unfold regularPart
  rw [mul_comm e (1 - 2 * e), ← div_div]
  ring
```

The notation `𝓝[≠] 0` means that e approaches zero through nonzero values, from either side. The limit from above, which is how one often states it, is included. Setting s = γ removes the last term and leaves the MS-bar result.

```lean
/-- Subtracting `3 / e` from `exp (γ e) Γ(1 + e) q ^ e (3 - 2e) / (e (1 - 2e))` leaves `4 + 3 ln q`
as `e` tends to zero from either side. -/
theorem tendsto_pole_subtraction {q : ℝ} (hq : 0 < q) :
    Tendsto (fun e : ℝ => Real.exp (γE * e) * Real.Gamma (1 + e) * q ^ e * (3 - 2 * e)
        / (e * (1 - 2 * e)) - 3 / e)
      (𝓝[≠] 0) (𝓝 (4 + 3 * Real.log q)) := by
  have h := tendsto_pole_subtraction_scheme γE hq
  rwa [sub_self, mul_zero, add_zero] at h
```

**Q:** That theorem contains the closed form. My doubt was about the loop.

**A:** The following theorem has `massShift` in it, integral and all. Near zero, every nonzero e satisfies e < 1/2, so F(e) = R(e)/e there. `filter_upwards` collects these two conditions, and `congr'` transfers the limit, since two functions that agree close to zero, apart from zero itself, have the same limit.

```lean
/-- With the scheme factor `exp (γ e)`, the on-shell self-energy loop, written with its
Feynman-parameter integral, has in the limit of vanishing `e` the finite remainder `4 + 3 ln q`
after subtraction of `3 / e`. -/
theorem tendsto_massShift {q : ℝ} (hq : 0 < q) :
    Tendsto (fun e : ℝ => massShift γE q e - 3 / e)
      (𝓝[≠] 0) (𝓝 (4 + 3 * Real.log q)) := by
  refine (tendsto_pole_subtraction hq).congr' ?_
  filter_upwards [self_mem_nhdsWithin,
    nhdsWithin_le_nhds (Iio_mem_nhds (by norm_num : (0 : ℝ) < 1 / 2))] with e he hlt
  have he0 : e ≠ 0 := he
  have hm : massShift γE q e = regularPart γE q e / e := by
    rw [eq_div_iff he0, mul_comm]
    exact mul_massShift γE q he0 hlt
  rw [hm]
  unfold regularPart
  rw [mul_comm e (1 - 2 * e), ← div_div]
  ring
```

**Q:** Could I have subtracted a different pole and obtained another finite part?

**A:** Not a different multiple of 1/e. Suppose F(e) − c/e tends to a finite number L. Then

e {[F(e) − 3/e] − [F(e) − c/e]} = c − 3

The brace has a finite limit and e tends to zero, so the left side tends to zero. The right side is constant, hence c = 3, and uniqueness of limits fixes L. The proof does exactly this: `hm` is the product limit, `hconst` rewrites it as the constant, and `tendsto_nhds_unique` is used once for c and once for L.

```lean
/-- With the scheme factor `exp (γ e)`, if subtracting `c / e` from the loop leaves a finite limit
`L` as `e` tends to zero, then `c = 3` and `L = 4 + 3 ln q`. -/
theorem pole_coefficient_unique {q c L : ℝ} (hq : 0 < q)
    (h : Tendsto (fun e : ℝ => massShift γE q e - c / e) (𝓝[≠] 0) (𝓝 L)) :
    c = 3 ∧ L = 4 + 3 * Real.log q := by
  have hid : Tendsto (fun e : ℝ => e) (𝓝[≠] 0) (𝓝 0) :=
    tendsto_id.mono_left nhdsWithin_le_nhds
  have hm := hid.mul ((tendsto_massShift hq).sub h)
  -- e times the difference of the two subtractions is the constant c - 3
  have hconst : Tendsto (fun _ : ℝ => c - 3) (𝓝[≠] (0 : ℝ))
      (𝓝 (0 * (4 + 3 * Real.log q - L))) := by
    refine hm.congr' ?_
    filter_upwards [self_mem_nhdsWithin] with e he
    have he0 : e ≠ 0 := he
    have h1 : e * (3 / e) = 3 := by field_simp
    have h2 : e * (c / e) = c := by field_simp
    linear_combination h2 - h1
  have hu := tendsto_nhds_unique tendsto_const_nhds hconst
  rw [zero_mul] at hu
  have hc : c = 3 := by linarith
  refine ⟨hc, ?_⟩
  rw [hc] at h
  exact tendsto_nhds_unique h (tendsto_massShift hq)
```

This does not make the finite part independent of the scheme. The theorem fixes s = γ; another s shifts the remainder by 3(s − γ), as the earlier limit shows.

**Q:** And if I change μ?

**A:** For two positive values q and q', the pole is the same and cancels in the difference. Subtracting the two limits gives

(4 + 3 ln q') − (4 + 3 ln q) = 3 ln(q'/q)

At fixed electron mass, this is 6 ln(μ'/μ) for positive scales μ and μ'. In Lean, `Real.log_div` joins the logarithms, and the 3/e terms cancel by algebra.

```lean
/-- Between two values `q` and `q'` of `μ² / m²` the loop function changes by
`3 ln (q' / q)` in the limit of vanishing `e`. -/
theorem tendsto_scale_change {q q' : ℝ} (hq : 0 < q) (hq' : 0 < q') :
    Tendsto (fun e : ℝ => massShift γE q' e - massShift γE q e)
      (𝓝[≠] 0) (𝓝 (3 * Real.log (q' / q))) := by
  have h := (tendsto_massShift hq').sub (tendsto_massShift hq)
  have hv : 3 * Real.log (q' / q)
      = (4 + 3 * Real.log q') - (4 + 3 * Real.log q) := by
    rw [Real.log_div hq'.ne' hq.ne']
    ring
  rw [hv]
  exact h.congr (fun e => by ring)

end

end ElectronSelfEnergyPole
```

```lean
#print axioms ElectronSelfEnergyPole.tendsto_massShift
#print axioms ElectronSelfEnergyPole.pole_coefficient_unique
#print axioms ElectronSelfEnergyPole.tendsto_scale_change
```

```
'ElectronSelfEnergyPole.tendsto_massShift' depends on axioms: [propext, Classical.choice, Quot.sound]
'ElectronSelfEnergyPole.pole_coefficient_unique' depends on axioms: [propext, Classical.choice, Quot.sound]
'ElectronSelfEnergyPole.tendsto_scale_change' depends on axioms: [propext, Classical.choice, Quot.sound]
```

**Q:** Then my mass conversion is covered?

**A:** Its bracket is, given the parameter form of the loop. The result supplies the finite term in the relation between pole and MS-bar electron masses in QED, for a free electron at one loop. The limit drops the terms of order e, which can matter in a two-loop calculation, where they can multiply another 1/e and leave a finite contribution. The file does not expand them, but they are contained in the closed form that `mul_massShift` gives for nonzero e < 1/2.
